# For one mode with positive quartic coupling, the harmonic factor diverges relative to the full integral as the stiffness vanishes

In a semiclassical rate calculation, the action is expanded to second order about a stationary path, and each fluctuation mode of stiffness \(a>0\) contributes a factor \(\sqrt{2\pi/a}\) to the prefactor. Near the crossover temperature, where thermal activation over a barrier gives way to tunnelling through it, a stiffness approaches zero and this factor becomes unreliable. A one-mode model of the situation keeps the quartic term in the integral:

\[
Z(g,a)=\int_{-\infty}^{\infty} e^{-ax^2/2-gx^4}\,dx .
\]

Here \(x\) is the displacement along the mode, \(g\) is its quartic coupling, and the exponent is minus the action, measured from its value on the stationary path, in units of \(\hbar\). For this single, uncoupled mode with \(g>0\), the results below show that the harmonic factor is always too large, becomes accurate for a stiff mode, and fails without bound for a soft one.

```lean
import Mathlib

open MeasureTheory Filter Topology Set
open scoped Real

namespace SoftInstantonMode

noncomputable section
```

The integrand is `weight g a x` and \(Z(g,a)\) is `modeIntegral g a`, with all arguments real.

```lean
/-- Weight of a displacement `x` along a fluctuation mode with stiffness `a` and quartic
coupling `g`. -/
def weight (g a x : ℝ) : ℝ := Real.exp (-a * x ^ 2 / 2 - g * x ^ 4)

/-- Fluctuation integral of the mode: the weight integrated over all displacements. -/
def modeIntegral (g a : ℝ) : ℝ := ∫ x, weight g a x
```

## Positive quartic coupling, \(g>0\)

Physically, \(g>0\) says that the action rises at large displacement even when the quadratic term gives no confinement. It is assumed here, not derived from a potential. By hand, it permits completing the square in \(x^2\):

\[
\frac{(1-a/2)^2}{4g}-x^2+\frac{ax^2}{2}+gx^4
=\frac{\bigl(2gx^2-(1-a/2)\bigr)^2}{4g}\ \ge 0 .
\]

The integrand is therefore at most \(e^{(1-a/2)^2/(4g)}e^{-x^2}\), and \(Z(g,a)\) is finite for every real \(a\), negative values included. In the proof, `key` is this identity, `hsq` is its sign, and `hG.mono'` compares the integrand with the Gaussian. At \(g=0\) the integral already diverges for \(a=0\).

```lean
/-- For positive quartic coupling the weight is integrable at every real stiffness. -/
theorem integrable_weight {g : ℝ} (hg : 0 < g) (a : ℝ) : Integrable (weight g a) := by
  have hG : Integrable (fun x : ℝ =>
      Real.exp ((1 - a / 2) ^ 2 / (4 * g)) * Real.exp (-1 * x ^ 2)) :=
    (integrable_exp_neg_mul_sq one_pos).const_mul _
  refine hG.mono' (show Continuous (fun x => weight g a x) by
    unfold weight; fun_prop).aestronglyMeasurable (Eventually.of_forall fun x => ?_)
  simp only [weight, Real.norm_eq_abs, Real.abs_exp, ← Real.exp_add]
  apply Real.exp_le_exp.mpr
  -- complete the square in `x ^ 2`
  have key : (1 - a / 2) ^ 2 / (4 * g) + -1 * x ^ 2 - (-a * x ^ 2 / 2 - g * x ^ 4)
      = (2 * g * x ^ 2 - (1 - a / 2)) ^ 2 / (4 * g) := by
    field_simp
    ring
  have hsq : 0 ≤ (2 * g * x ^ 2 - (1 - a / 2)) ^ 2 / (4 * g) := by positivity
  linarith
```

## Positive stiffness, \(a>0\)

This condition says that the stationary path is stable along the mode. It is what gives the harmonic factor a meaning:

\[
\int_{-\infty}^{\infty}e^{-ax^2/2}\,dx=\sqrt{\frac{\pi}{a/2}}=\sqrt{\frac{2\pi}{a}} .
\]

At \(a=0\) the integrand is 1 and the integral diverges. The theorem states integrability together with the value; its proof rewrites the exponent and applies Mathlib's Gaussian integral.

```lean
/-- For positive stiffness the purely harmonic weight is integrable, and its integral is the
harmonic fluctuation factor `√(2π/a)`. -/
theorem harmonic_factor {a : ℝ} (ha : 0 < a) :
    Integrable (fun x : ℝ => Real.exp (-a * x ^ 2 / 2)) ∧
      ∫ x : ℝ, Real.exp (-a * x ^ 2 / 2) = √(2 * π / a) := by
  have e : ∀ x : ℝ, -a * x ^ 2 / 2 = -(a / 2) * x ^ 2 := fun x => by ring
  simp_rw [e]
  refine ⟨integrable_exp_neg_mul_sq (half_pos ha), ?_⟩
  rw [integral_gaussian, show π / (a / 2) = 2 * π / a by field_simp]
```

The quartic integral needs no such condition. Its integrand is continuous, integrable and positive, so \(Z(g,a)>0\) for every real \(a\), which later allows division by it.

```lean
/-- For positive quartic coupling the fluctuation integral is positive at every real
stiffness. -/
theorem modeIntegral_pos {g : ℝ} (hg : 0 < g) (a : ℝ) : 0 < modeIntegral g a :=
  integral_pos_of_integrable_nonneg_nonzero (x := 0)
    (show Continuous (fun x => weight g a x) by unfold weight; fun_prop)
    (integrable_weight hg a) (fun _ => (Real.exp_pos _).le) (Real.exp_pos _).ne'
```

With both conditions in force, subtract the two integrals:

\[
\sqrt{\frac{2\pi}{a}}-Z(g,a)=\int_{-\infty}^{\infty}e^{-ax^2/2}\bigl(1-e^{-gx^4}\bigr)\,dx>0 .
\]

The integrand is continuous and nonnegative, and it is positive at \(x=1\). The proof supplies these same facts to `integral_pos_of_integrable_nonneg_nonzero`, then splits the integral with `integral_sub`. At \(g=0\) the two sides are equal, so strictness fails.

```lean
/-- For positive stiffness and positive quartic coupling, the harmonic factor strictly
overestimates the fluctuation integral. -/
theorem modeIntegral_lt_harmonic {g a : ℝ} (hg : 0 < g) (ha : 0 < a) :
    modeIntegral g a < √(2 * π / a) := by
  obtain ⟨hH, hval⟩ := harmonic_factor ha
  have h : 0 < ∫ x : ℝ, (Real.exp (-a * x ^ 2 / 2) - weight g a x) := by
    refine integral_pos_of_integrable_nonneg_nonzero (x := 1)
      (by unfold weight; fun_prop) (hH.sub (integrable_weight hg a)) (fun x => ?_) ?_
    · have h4 : 0 ≤ g * x ^ 4 := by positivity
      exact sub_nonneg.mpr (Real.exp_le_exp.mpr (by linarith))
    · -- the two weights differ at `x = 1`
      exact (sub_pos.mpr (Real.exp_lt_exp.mpr (by linarith))).ne'
  rw [integral_sub hH (integrable_weight hg a), hval] at h
  unfold modeIntegral
  linarith
```

## No sign condition on the stiffness at the crossover point

To reach \(a=0\), the limit is taken inside the integral. Fix a stiffness \(b\). For \(a>b-1\),

\[
e^{-ax^2/2-gx^4}\le e^{-(b-1)x^2/2-gx^4},
\]

and the right side is integrable because \(g>0\). Dominated convergence gives continuity at \(b\). The proof uses this bound, with `nlinarith` checking the exponents. Since \(b-1\) may be negative, it matters that integrability was established at every real stiffness.

```lean
/-- For positive quartic coupling the fluctuation integral is a continuous function of the
stiffness on the whole real line. -/
theorem continuous_modeIntegral {g : ℝ} (hg : 0 < g) : Continuous (modeIntegral g) := by
  rw [continuous_iff_continuousAt]
  intro b
  -- near `b` every weight is dominated by the one with stiffness `b - 1`
  refine tendsto_integral_filter_of_dominated_convergence (weight g (b - 1))
    (Eventually.of_forall fun a => (integrable_weight hg a).aestronglyMeasurable) ?_
    (integrable_weight hg _) (Eventually.of_forall fun x => ?_)
  · filter_upwards [Ioi_mem_nhds (show b - 1 < b by linarith)] with a ha
    refine Eventually.of_forall fun x => ?_
    have ha' : b - 1 < a := ha
    simp only [weight, Real.norm_eq_abs, Real.abs_exp]
    apply Real.exp_le_exp.mpr
    nlinarith [mul_nonneg (sub_nonneg.mpr ha'.le) (sq_nonneg x)]
  · have hc : Continuous fun a => weight g a x := by unfold weight; fun_prop
    exact hc.tendsto b
```

At \(a=0\), evenness and the substitution \(t=gx^4\) give

\[
Z(g,0)=2\int_0^\infty e^{-gx^4}\,dx
=\frac{2g^{-1/4}}{4}\int_0^\infty t^{-3/4}e^{-t}\,dt
=2g^{-1/4}\,\Gamma(5/4),
\]

using \(\Gamma(1/4)/4=\Gamma(5/4)\). In the `calc` block, `integral_comp_abs` performs the folding onto the half-line, and `h` is Mathlib's formula for the remaining integral.

```lean
/-- At zero stiffness and positive quartic coupling the fluctuation integral equals
`2 g^(-1/4) Γ(5/4)`. -/
theorem modeIntegral_zero {g : ℝ} (hg : 0 < g) :
    modeIntegral g 0 = 2 * g ^ (-1 / 4 : ℝ) * Real.Gamma (5 / 4) := by
  have h := integral_exp_neg_mul_rpow (p := 4) (b := g) (by norm_num) hg
  have h4 : ∀ x : ℝ, |x| ^ (4 : ℝ) = x ^ 4 := fun x => by
    rw [show (4 : ℝ) = ((4 : ℕ) : ℝ) by norm_num, Real.rpow_natCast]
    exact Even.pow_abs (by decide) x
  calc modeIntegral g 0 = ∫ x : ℝ, Real.exp (-g * |x| ^ (4 : ℝ)) := by
        unfold modeIntegral
        congr 1
        ext x
        rw [weight, h4 x]
        congr 1
        ring
    _ = 2 * ∫ x in Ioi (0 : ℝ), Real.exp (-g * x ^ (4 : ℝ)) :=
        integral_comp_abs (f := fun x => Real.exp (-g * x ^ (4 : ℝ)))
    _ = 2 * g ^ (-1 / 4 : ℝ) * Real.Gamma (5 / 4) := by
        rw [h, show (1 / 4 + 1 : ℝ) = 5 / 4 by norm_num]
        ring
```

## Stiffness as a unit of length

For \(a>0\), set \(y=\sqrt a\,x\). Then \(ax^2=y^2\), \(gx^4=(g/a^2)y^4\) and \(dx=dy/\sqrt a\), so

\[
Z(g,a)=\frac{Z(g/a^2,1)}{\sqrt a},\qquad
\frac{\sqrt{2\pi/a}}{Z(g,a)}=\frac{\sqrt{2\pi}}{Z(g/a^2,1)} .
\]

The relative error of the harmonic factor thus depends only on \(g/a^2\), which measures whether a mode is soft. In the proof, `e` matches the integrands and `integral_comp_mul_left` changes the variable. The identity is stated for every real \(g\), but for \(g<0\) both integrals diverge and Lean assigns both the value 0.

```lean
/-- For positive stiffness `a`, the fluctuation integral equals the one at unit stiffness and
quartic coupling `g/a²`, divided by `√a`. (For `g < 0` both integrals diverge and Lean assigns them
the value 0.) -/
theorem modeIntegral_scaling (g : ℝ) {a : ℝ} (ha : 0 < a) :
    modeIntegral g a = modeIntegral (g / a ^ 2) 1 / √a := by
  have e : ∀ x, weight g a x = weight (g / a ^ 2) 1 (√a * x) := fun x => by
    have h2 : (√a * x) ^ 2 = a * x ^ 2 := by rw [mul_pow, Real.sq_sqrt ha.le]
    have h4 : g / a ^ 2 * (√a * x) ^ 4 = g * x ^ 4 := by
      rw [show (√a * x) ^ 4 = ((√a * x) ^ 2) ^ 2 by ring, h2]
      field_simp
    unfold weight
    rw [h4, h2]
    congr 1
    ring
  unfold modeIntegral
  simp_rw [e]
  rw [Measure.integral_comp_mul_left (weight (g / a ^ 2) 1) (√a), smul_eq_mul,
    abs_of_pos (inv_pos.mpr (Real.sqrt_pos.mpr ha)), div_eq_inv_mul _ (√a)]
```

As \(a\to\infty\), \(g/a^2\to0\). The integrand of \(Z(g/a^2,1)\) never exceeds \(e^{-y^2/2}\) and tends to it, so dominated convergence gives \(Z(g/a^2,1)\to\sqrt{2\pi}\) and the ratio tends to 1. This is `hlim`; the closing lines divide and restore the original variables. The limit would also hold at \(g=0\), where the ratio is 1 throughout.

```lean
/-- For positive quartic coupling, the ratio of the harmonic factor to the fluctuation integral
tends to one as the stiffness grows without bound. -/
theorem harmonic_ratio_stiff {g : ℝ} (hg : 0 < g) :
    Tendsto (fun a => √(2 * π / a) / modeIntegral g a) atTop (𝓝 1) := by
  obtain ⟨hH, hval⟩ := harmonic_factor one_pos
  have hlim : Tendsto (fun a : ℝ => modeIntegral (g / a ^ 2) 1) atTop (𝓝 √(2 * π)) := by
    rw [div_one] at hval
    rw [← hval]
    refine tendsto_integral_filter_of_dominated_convergence _
      (Eventually.of_forall fun a => (show Continuous (fun x => weight (g / a ^ 2) 1 x) by
        unfold weight; fun_prop).aestronglyMeasurable)
      (Eventually.of_forall fun a => Eventually.of_forall fun x => ?_) hH
      (Eventually.of_forall fun x => ?_)
    · have h4 : 0 ≤ g / a ^ 2 * x ^ 4 := by positivity
      simp only [weight, Real.norm_eq_abs, Real.abs_exp]
      exact Real.exp_le_exp.mpr (by linarith)
    · -- the effective coupling `g / a ^ 2` vanishes
      have h0 : Tendsto (fun a : ℝ => g / a ^ 2) atTop (𝓝 0) :=
        tendsto_const_nhds.div_atTop (tendsto_pow_atTop two_ne_zero)
      have hc : Continuous fun c => weight c 1 x := by unfold weight; fun_prop
      have h1 := (hc.tendsto 0).comp h0
      simpa only [Function.comp_def, weight, zero_mul, sub_zero] using h1
  have hs : √(2 * π) ≠ 0 := (Real.sqrt_pos.mpr (by positivity)).ne'
  have h := (tendsto_const_nhds (x := √(2 * π))).div hlim hs
  rw [div_self hs] at h
  refine h.congr' ?_
  filter_upwards [eventually_gt_atTop 0] with a ha
  have hZ := (modeIntegral_pos (show 0 < g / a ^ 2 by positivity) 1).ne'
  have hr := (Real.sqrt_pos.mpr ha).ne'
  simp only [Pi.div_apply]
  rw [modeIntegral_scaling g ha, Real.sqrt_div (by positivity : (0 : ℝ) ≤ 2 * π)]
  field_simp
```

## Approach to zero from the stable side

The notation `𝓝[>] 0` means that \(a\) tends to zero through positive values, as when a stable mode softens. For such \(a\),

\[
\sqrt a\,\frac{\sqrt{2\pi/a}}{Z(g,a)}=\frac{\sqrt{2\pi}}{Z(g,a)}
\longrightarrow\frac{\sqrt{2\pi}}{Z(g,0)} .
\]

The proof takes the limit on the right from continuity and positivity, then uses `congr'` to transfer it to the left. The harmonic overestimate therefore grows as \(a^{-1/2}\).

```lean
/-- For positive quartic coupling, the ratio of the harmonic factor to the fluctuation integral,
multiplied by `√a`, tends to `√(2π)/Z(0)` as the stiffness `a` decreases to zero, where `Z(0)` is
the fluctuation integral at zero stiffness. -/
theorem harmonic_ratio_soft {g : ℝ} (hg : 0 < g) :
    Tendsto (fun a => √a * (√(2 * π / a) / modeIntegral g a)) (𝓝[>] 0)
      (𝓝 (√(2 * π) / modeIntegral g 0)) := by
  have h := ((tendsto_const_nhds (x := √(2 * π))).div
    ((continuous_modeIntegral hg).tendsto 0) (modeIntegral_pos hg 0).ne').mono_left
    (nhdsWithin_le_nhds (s := Ioi 0))
  refine h.congr' ?_
  filter_upwards [self_mem_nhdsWithin] with a ha
  have hr := (Real.sqrt_pos.mpr (show 0 < a from ha)).ne'
  have hZ := (modeIntegral_pos hg a).ne'
  simp only [Pi.div_apply]
  rw [Real.sqrt_div (by positivity : (0 : ℝ) ≤ 2 * π)]
  field_simp
```

The last theorem combines the strict inequality, the finite positive limit \(2g^{-1/4}\Gamma(5/4)\) and the divergence of the ratio, where `atTop` means \(+\infty\). For the divergence, `pos_mul_atTop` multiplies the positive limit above by \(1/\sqrt a\to\infty\). With \(g=0\) the ratio would equal 1 for every \(a>0\): the harmonic factor and the fluctuation integral would then be the same quantity and diverge together as \(a\to0\).

Temperature enters only through \(a\), and \(g\) is held fixed. When the crossover of a one-dimensional barrier is approached from higher temperature, two degenerate modes soften together, which calls for a two-dimensional integral in place of this one.

```lean
/-- For positive quartic coupling, the fluctuation integral lies below the harmonic factor at
every positive stiffness and has a finite positive limit as the stiffness decreases to zero,
while the ratio of the harmonic factor to it diverges. -/
theorem harmonic_factor_fails_at_crossover {g : ℝ} (hg : 0 < g) :
    (∀ a, 0 < a → modeIntegral g a < √(2 * π / a)) ∧
    (0 < 2 * g ^ (-1 / 4 : ℝ) * Real.Gamma (5 / 4) ∧
      Tendsto (modeIntegral g) (𝓝[>] 0) (𝓝 (2 * g ^ (-1 / 4 : ℝ) * Real.Gamma (5 / 4)))) ∧
    Tendsto (fun a => √(2 * π / a) / modeIntegral g a) (𝓝[>] 0) atTop := by
  have hpos := modeIntegral_pos hg 0
  refine ⟨fun a ha => modeIntegral_lt_harmonic hg ha, ?_, ?_⟩
  · rw [← modeIntegral_zero hg]
    exact ⟨hpos, ((continuous_modeIntegral hg).tendsto 0).mono_left nhdsWithin_le_nhds⟩
  · -- a positive limit times the diverging factor `1 / √a`
    have hs : Tendsto (fun a : ℝ => √a) (𝓝[>] 0) (𝓝[>] 0) := by
      refine tendsto_nhdsWithin_iff.mpr ⟨?_, ?_⟩
      · have h0 := Real.continuous_sqrt.tendsto 0
        rw [Real.sqrt_zero] at h0
        exact h0.mono_left nhdsWithin_le_nhds
      · filter_upwards [self_mem_nhdsWithin] with a ha
        exact Real.sqrt_pos.mpr ha
    have hC : 0 < √(2 * π) / modeIntegral g 0 :=
      div_pos (Real.sqrt_pos.mpr (by positivity)) hpos
    refine ((harmonic_ratio_soft hg).pos_mul_atTop hC
      (tendsto_inv_nhdsGT_zero.comp hs)).congr' ?_
    filter_upwards [self_mem_nhdsWithin] with a ha
    have hr := (Real.sqrt_pos.mpr (show 0 < a from ha)).ne'
    simp only [Function.comp_apply]
    rw [mul_comm (√a), mul_assoc, mul_inv_cancel₀ hr, mul_one]

end

end SoftInstantonMode
```

```lean
#print axioms SoftInstantonMode.modeIntegral_lt_harmonic
#print axioms SoftInstantonMode.harmonic_ratio_stiff
#print axioms SoftInstantonMode.harmonic_factor_fails_at_crossover
```

```
'SoftInstantonMode.modeIntegral_lt_harmonic' depends on axioms: [propext, Classical.choice, Quot.sound]
'SoftInstantonMode.harmonic_ratio_stiff' depends on axioms: [propext, Classical.choice, Quot.sound]
'SoftInstantonMode.harmonic_factor_fails_at_crossover' depends on axioms: [propext, Classical.choice, Quot.sound]
```
